# At fixed $L_2$, a common tangent at two given compositions determines $L_0$ and $L_1$

Let a binary alloy's miscibility gap end at $x=1/4$ and $x=3/4$, with free energy of mixing

$$G(x)=T[x\ln x+(1-x)\ln(1-x)]+x(1-x)[L_0+L_2(1-2x)^2].$$

Here $T$ is the thermal energy (for molar $G$, the gas constant times the absolute temperature) and $L_0,L_2$ are interaction parameters. $G$ takes equal values at the two ends, so a line touching it at both is horizontal. Then $G'(1/4)=-T\ln3+L_0/2-L_2/4=0$, so $L_0=2T\ln3+L_2/2$: in this tangency condition, any change in $L_2$ can be compensated by $L_0$. Tangency alone does not make the gap stable; part (g) gives a sufficient bound on $L_2$.

For unsymmetric gaps, add $L_1(1-2x)$ inside the last bracket. This is `gibbs`.

```lean
import Mathlib

open Set

namespace MiscibilityGapFit

noncomputable section

/-- Free energy of mixing of a binary alloy at composition `x` in `(0,1)`: ideal mixing at
thermal energy `T` plus an excess term with interaction parameters `L0`, `L1`, `L2`. -/
def gibbs (T L0 L1 L2 x : ℝ) : ℝ :=
  T * (x * Real.log x + (1 - x) * Real.log (1 - x))
    + x * (1 - x) * (L0 + L1 * (1 - 2 * x) + L2 * (1 - 2 * x) ^ 2)
```

## (a) Slope of the free energy

Show that for $0<x<1$, with $p=x(1-x)$ and $s=1-2x$,
$$G'=T[\ln x-\ln(1-x)]+L_0s+L_1(1-6p)+L_2s(1-8p).$$

**Solution.** In the ideal term, the $+1$ and $-1$ from the product rule cancel. Since $p'=s$, $s'=-2$ and $s^2=1-4p$, we get $(ps)'=s^2-2p=1-6p$ and $(ps^2)'=s^3-4ps=s(1-8p)$.

```lean
/-- Closed formula for the slope of the free energy of mixing at `x` in `(0,1)`. -/
def slope (T L0 L1 L2 x : ℝ) : ℝ :=
  T * (Real.log x - Real.log (1 - x)) + L0 * (1 - 2 * x) + L1 * (1 - 6 * (x * (1 - x)))
    + L2 * ((1 - 2 * x) * (1 - 8 * (x * (1 - x))))
```

Tangency means equal value and equal derivative. A stable tie-line must also lie strictly below $G$ elsewhere in the open interval `Ioo 0 1`; the pure components are excluded.

```lean
/-- The line `m x + c` is tangent to the curve `G` at composition `x`. -/
def Touches (G : ℝ → ℝ) (m c x : ℝ) : Prop := G x = m * x + c ∧ HasDerivAt G m x

/-- One line is tangent to `G` at both compositions `a` and `b`. -/
def CommonTangent (G : ℝ → ℝ) (a b : ℝ) : Prop := ∃ m c, Touches G m c a ∧ Touches G m c b

/-- One line is tangent to `G` at `a` and `b` and lies strictly below `G` at every other
composition in `(0,1)`. -/
def StableTieLine (G : ℝ → ℝ) (a b : ℝ) : Prop :=
  ∃ m c, Touches G m c a ∧ Touches G m c b ∧
    ∀ x ∈ Ioo (0 : ℝ) 1, x ≠ a → x ≠ b → m * x + c < G x
```

The product rule is then applied term by term.

```lean
/-- Inside `(0,1)` the free energy of mixing has derivative `slope`. -/
theorem hasDerivAt_gibbs (T L0 L1 L2 : ℝ) {y : ℝ} (hy : y ∈ Ioo (0 : ℝ) 1) :
    HasDerivAt (gibbs T L0 L1 L2) (slope T L0 L1 L2 y) y := by
  have h0 : y ≠ 0 := hy.1.ne'
  have h1 : 1 - y ≠ 0 := (sub_pos.2 hy.2).ne'
  have e : gibbs T L0 L1 L2 = fun z => T * (z * Real.log z + (1 - z) * Real.log (1 - z))
      + z * (1 - z) * (L0 + (L1 * (1 - 2 * z) + L2 * ((1 - 2 * z) * (1 - 2 * z)))) := by
    funext z
    unfold gibbs
    ring
  have X := hasDerivAt_id' y
  have V : HasDerivAt (fun z : ℝ => 1 - z) (-1) y := X.const_sub 1
  have W : HasDerivAt (fun z : ℝ => 1 - 2 * z) (-2) y :=
    ((X.const_mul (2 : ℝ)).const_sub 1).congr_deriv (by ring)
  have k0 : y * y⁻¹ = 1 := mul_inv_cancel₀ h0
  have k1 : (1 - y) * (-1 / (1 - y)) = -1 := mul_div_cancel₀ _ h1
  rw [e]
  refine ((((X.fun_mul (Real.hasDerivAt_log h0)).fun_add (V.fun_mul (V.log h1))).const_mul
    T).fun_add ((X.fun_mul V).fun_mul (((W.const_mul L1).fun_add
      ((W.fun_mul W).const_mul L2)).const_add L0))).congr_deriv ?_
  unfold slope
  linear_combination T * k0 + T * k1
```

## (b) Tangency as two equations

Show that a common tangent at $a,b\in(0,1)$ exists exactly when
$$G'(a)=G'(b),\qquad G(b)-G(a)=G'(a)(b-a).$$

**Solution.** Given a tangent $mx+c$, both slopes equal $m$; subtract its two value equations. Conversely, take $m=G'(a)$ and $c=G(a)-ma$.

```lean
/-- For `a`, `b` in `(0,1)`, a common tangent exists exactly when the slopes at `a` and `b` agree
and the chord from `a` to `b` has that same slope. -/
theorem commonTangent_iff (T L0 L1 L2 : ℝ) {a b : ℝ} (ha : a ∈ Ioo (0 : ℝ) 1)
    (hb : b ∈ Ioo (0 : ℝ) 1) :
    CommonTangent (gibbs T L0 L1 L2) a b ↔
      slope T L0 L1 L2 a = slope T L0 L1 L2 b ∧
      gibbs T L0 L1 L2 b - gibbs T L0 L1 L2 a = slope T L0 L1 L2 a * (b - a) := by
  have da := hasDerivAt_gibbs T L0 L1 L2 ha
  have db := hasDerivAt_gibbs T L0 L1 L2 hb
  constructor
  · rintro ⟨m, c, ⟨a1, a2⟩, ⟨b1, b2⟩⟩
    have ea := a2.unique da
    have eb := b2.unique db
    exact ⟨ea.symm.trans eb, by rw [← ea]; linear_combination b1 - a1⟩
  · rintro ⟨h1, h2⟩
    exact ⟨slope T L0 L1 L2 a, gibbs T L0 L1 L2 a - slope T L0 L1 L2 a * a,
      ⟨by ring, da⟩, ⟨by linear_combination h2, db.congr_deriv h1.symm⟩⟩
```

## (c) Two parameters from one gap

Show that for $a\ne b$ and any real $T,L_2$, exactly one pair $(L_0,L_1)$ gives a common tangent.

**Solution.** Let $d=b-a$. At $L_0=L_1=0$, let $R=G'(b)-G'(a)$ and $S=G(b)-G(a)-G'(a)d$. Restoring the parameters turns (b) into
$$R-2dL_0+6d(a+b-1)L_1=0,$$
$$S-d^2L_0+d^2(2b+4a-3)L_1=0.$$
Twice the second minus $d$ times the first gives
$$2d^3L_1=2S-dR,\qquad 2dL_0=R+6d(a+b-1)L_1.$$
As $d\ne0$, these have one solution, and the elimination reverses.

In a fit at one temperature, insert the thermal energy $T$, the two measured compositions and a chosen $L_2$; evaluate $R$ and $S$, then $L_1$, then $L_0$. For this three-parameter binary model, the gap ends alone therefore leave $L_2$ undetermined.

In Lean the pair is `L`, with `L.1` for $L_0$ and `L.2` for $L_1$; `key` is the linear system.

```lean
/-- For distinct `a`, `b` in `(0,1)` and any fixed real `L2`, exactly one pair `(L0, L1)` gives
the free energy of mixing a common tangent at `a` and `b`. -/
theorem existsUnique_fit (T L2 : ℝ) {a b : ℝ} (ha : a ∈ Ioo (0 : ℝ) 1)
    (hb : b ∈ Ioo (0 : ℝ) 1) (hab : a ≠ b) :
    ∃! L : ℝ × ℝ, CommonTangent (gibbs T L.1 L.2 L2) a b := by
  have hd : b - a ≠ 0 := sub_ne_zero.2 hab.symm
  have hd1 : 2 * (b - a) ≠ 0 := mul_ne_zero two_ne_zero hd
  have hd3 : 2 * (b - a) ^ 3 ≠ 0 := mul_ne_zero two_ne_zero (pow_ne_zero 3 hd)
  -- mismatch of slope and of chord when `L0 = L1 = 0`
  obtain ⟨R, hR⟩ : ∃ R, R = slope T 0 0 L2 b - slope T 0 0 L2 a := ⟨_, rfl⟩
  obtain ⟨S, hS⟩ : ∃ S, S = gibbs T 0 0 L2 b - gibbs T 0 0 L2 a
    - slope T 0 0 L2 a * (b - a) := ⟨_, rfl⟩
  -- tangency is a linear system for `L0` and `L1`
  have key : ∀ x y : ℝ, CommonTangent (gibbs T x y L2) a b ↔
      R - 2 * (b - a) * x + 6 * (b - a) * (a + b - 1) * y = 0 ∧
      S - (b - a) ^ 2 * x + (b - a) ^ 2 * (2 * b + 4 * a - 3) * y = 0 := by
    intro x y
    rw [commonTangent_iff T x y L2 ha hb, hR, hS]
    unfold gibbs slope
    constructor
    · rintro ⟨h1, h2⟩
      exact ⟨by linear_combination -h1, by linear_combination h2⟩
    · rintro ⟨h1, h2⟩
      exact ⟨by linear_combination -h1, by linear_combination h2⟩
  obtain ⟨Y, hY⟩ : ∃ Y, 2 * (b - a) ^ 3 * Y = 2 * S - (b - a) * R :=
    ⟨_, mul_div_cancel₀ _ hd3⟩
  obtain ⟨X, hX⟩ : ∃ X, 2 * (b - a) * X = R + 6 * (b - a) * (a + b - 1) * Y :=
    ⟨_, mul_div_cancel₀ _ hd1⟩
  refine ⟨(X, Y), (key X Y).2 ⟨by linear_combination -hX,
    by linear_combination (-(b - a) / 2) * hX - hY / 2⟩, ?_⟩
  rintro ⟨x, y⟩ h
  obtain ⟨h1, h2⟩ := (key x y).1 h
  have ey : y = Y := mul_left_cancel₀ hd3 (by linear_combination (b - a) * h1 - 2 * h2 - hY)
  have ex : x = X := mul_left_cancel₀ hd1
    (by linear_combination -h1 - hX + 6 * (b - a) * (a + b - 1) * ey)
  rw [ex, ey]
```

## (d) Symmetric gaps

For $a\in(0,1)$, $a\ne1/2$, show that a common tangent at $a$ and $1-a$ is equivalent to
$$L_1=0,\qquad L_0=\frac{T\ln((1-a)/a)}{1-2a}-L_2[1-8a(1-a)].$$

**Solution.** Evaluate $p,s$ at $a$, and let $E$ be $G'(a)$ without its $L_1$ term. The slopes at $a$ and $1-a$ are $\pm E+L_1(1-6p)$, so equality gives $E=0$. The chord condition becomes $-2psL_1=s(1-6p)L_1$, or $s^3L_1=0$. Hence $L_1=0$, and $E=0$ divided by $s$ gives $L_0$. Conversely, $L_1=E=0$ satisfies both conditions.

```lean
/-- For a symmetric gap with ends `a` and `1 - a`, where `a` is in `(0,1)` and not `1/2`, the
common tangent forces `L1 = 0` and gives `L0` in closed form, and conversely. -/
theorem symmetric_gap_iff (T L0 L1 L2 : ℝ) {a : ℝ} (ha : a ∈ Ioo (0 : ℝ) 1) (h : a ≠ 1 / 2) :
    CommonTangent (gibbs T L0 L1 L2) a (1 - a) ↔
      L1 = 0 ∧ L0 = T * Real.log ((1 - a) / a) / (1 - 2 * a) - L2 * (1 - 8 * a * (1 - a)) := by
  have hd : 1 - 2 * a ≠ 0 := fun h' => h (by linarith)
  have h1a : 0 < 1 - a := sub_pos.2 ha.2
  have e : 1 - (1 - a) = a := by ring
  have f := div_mul_cancel₀ (T * (Real.log (1 - a) - Real.log a)) hd
  rw [commonTangent_iff T L0 L1 L2 ha ⟨h1a, by linarith [ha.1]⟩,
    Real.log_div h1a.ne' ha.1.ne']
  unfold gibbs slope
  rw [e]
  constructor
  · rintro ⟨h1, h2⟩
    have k : L1 * (1 - 2 * a) ^ 3 = 0 := by
      linear_combination -h2 - (1 - 2 * a) / 2 * h1
    exact ⟨(mul_eq_zero.1 k).resolve_right (pow_ne_zero 3 hd),
      mul_right_cancel₀ hd (by linear_combination h1 / 2 - f)⟩
  · rintro ⟨rfl, h2⟩
    have Z : T * (Real.log a - Real.log (1 - a)) + L0 * (1 - 2 * a)
        + L2 * (1 - 2 * a) * (1 - 8 * a * (1 - a)) = 0 := by
      linear_combination (1 - 2 * a) * h2 + f
    exact ⟨by linear_combination 2 * Z, by linear_combination -(1 - 2 * a) * Z⟩
```

## (e) A zero of the derivative

For $f$ differentiable on $(0,1)$ and $0<u<v<1$ with $f(u)=f(v)$, find $w\in(u,v)$ with $f'(w)=0$.

**Solution.** On $[u,v]$, $f$ attains its maximum and minimum. Either one lies inside, where $f'=0$, or $f$ is constant. Lean calls Mathlib's version.

```lean
/-- Rolle's theorem for a function differentiable on `(0,1)`: between two points of equal value the
derivative has at least one zero. -/
theorem rolle {f f' : ℝ → ℝ} (hf : ∀ y ∈ Ioo (0 : ℝ) 1, HasDerivAt f (f' y) y) {u v : ℝ}
    (hu : 0 < u) (huv : u < v) (hv : v < 1) (h : f u = f v) : ∃ w, u < w ∧ w < v ∧ f' w = 0 := by
  obtain ⟨w, hw, h0⟩ := exists_hasDerivAt_eq_zero huv
    (fun y hy => (hf y ⟨hu.trans_le hy.1, hy.2.trans_lt hv⟩).continuousAt.continuousWithinAt) h
    (fun y hy => hf y ⟨hu.trans hy.1, hy.2.trans hv⟩)
  exact ⟨w, hw.1, hw.2, h0⟩
```

## (f) Distance from a doubly touching line

Let $h$ be four times differentiable on $(0,1)$, with $h=h'=0$ at $a<b$. For any other $x$ in $(0,1)$, find $\xi\in(0,1)$ with
$$h(x)=\frac{h''''(\xi)}{24}(x-a)^2(x-b)^2.$$

**Solution.** Choose $K$ so that $g(y)=h(y)-K(y-a)^2(y-b)^2$ vanishes at $x$. Between its three zeros, $g'$ has two; with $a$ and $b$ that makes four. By (e), $g''$ has three zeros, $g'''$ two and $g''''=h''''-24K$ one, at $\xi$.

In Lean, `h0` to `h4` are $h$ and its derivatives. `four` performs the last three rounds, after a case split on the position of $x$.

```lean
/-- If `h0`, four times differentiable on `(0,1)`, vanishes with its slope at `a < b` in `(0,1)`,
then at any other `x` in `(0,1)` its value is the product of `(x-a)²(x-b)²` and `h4 ξ / 24`, for
some `ξ` in `(0,1)`, where `h4` is the fourth derivative. -/
theorem hermite_remainder {h0 h1 h2 h3 h4 : ℝ → ℝ}
    (d0 : ∀ y ∈ Ioo (0 : ℝ) 1, HasDerivAt h0 (h1 y) y)
    (d1 : ∀ y ∈ Ioo (0 : ℝ) 1, HasDerivAt h1 (h2 y) y)
    (d2 : ∀ y ∈ Ioo (0 : ℝ) 1, HasDerivAt h2 (h3 y) y)
    (d3 : ∀ y ∈ Ioo (0 : ℝ) 1, HasDerivAt h3 (h4 y) y)
    {a b x : ℝ} (ha : 0 < a) (hab : a < b) (hb : b < 1) (hx : x ∈ Ioo (0 : ℝ) 1)
    (hxa : x ≠ a) (hxb : x ≠ b) (a0 : h0 a = 0) (a1 : h1 a = 0) (b0 : h0 b = 0) (b1 : h1 b = 0) :
    ∃ ξ ∈ Ioo (0 : ℝ) 1, h0 x = h4 ξ / 24 * ((x - a) ^ 2 * (x - b) ^ 2) := by
  have na := sub_ne_zero.2 hxa
  have nb := sub_ne_zero.2 hxb
  obtain ⟨K, hK⟩ : ∃ K, K * ((x - a) * (x - a) * ((x - b) * (x - b))) = h0 x :=
    ⟨_, div_mul_cancel₀ _ (mul_ne_zero (mul_ne_zero na na) (mul_ne_zero nb nb))⟩
  -- subtract the quartic that matches `h0` at `x`, and differentiate
  obtain ⟨g0, e0⟩ : ∃ g : ℝ → ℝ, g = fun y =>
    h0 y - K * ((y - a) * (y - a) * ((y - b) * (y - b))) := ⟨_, rfl⟩
  obtain ⟨g1, e1⟩ : ∃ g : ℝ → ℝ, g = fun y =>
    h1 y - K * (2 * ((y - a) * (y - b) * (2 * y - a - b))) := ⟨_, rfl⟩
  obtain ⟨g2, e2⟩ : ∃ g : ℝ → ℝ, g = fun y => h2 y - K * (2 * ((2 * y - a - b) *
    (2 * y - a - b)) + 4 * ((y - a) * (y - b))) := ⟨_, rfl⟩
  obtain ⟨g3, e3⟩ : ∃ g : ℝ → ℝ, g = fun y => h3 y - K * (12 * (2 * y - a - b)) := ⟨_, rfl⟩
  have A : ∀ c y : ℝ, HasDerivAt (fun z : ℝ => z - c) 1 y :=
    fun c y => (hasDerivAt_id' y).sub_const c
  have C : ∀ y : ℝ, HasDerivAt (fun z : ℝ => 2 * z - a - b) 2 y := fun y =>
    ((((hasDerivAt_id' y).const_mul (2 : ℝ)).sub_const a).sub_const b).congr_deriv (by ring)
  have D0 : ∀ y ∈ Ioo (0 : ℝ) 1, HasDerivAt g0 (g1 y) y := by
    intro y hy
    rw [e0, e1]
    exact ((d0 y hy).fun_sub ((((A a y).fun_mul (A a y)).fun_mul
      ((A b y).fun_mul (A b y))).const_mul K)).congr_deriv (by ring)
  have D1 : ∀ y ∈ Ioo (0 : ℝ) 1, HasDerivAt g1 (g2 y) y := by
    intro y hy
    rw [e1, e2]
    exact ((d1 y hy).fun_sub (((((A a y).fun_mul (A b y)).fun_mul
      (C y)).const_mul 2).const_mul K)).congr_deriv (by ring)
  have D2 : ∀ y ∈ Ioo (0 : ℝ) 1, HasDerivAt g2 (g3 y) y := by
    intro y hy
    rw [e2, e3]
    exact ((d2 y hy).fun_sub (((((C y).fun_mul (C y)).const_mul 2).fun_add
      (((A a y).fun_mul (A b y)).const_mul 4)).const_mul K)).congr_deriv (by ring)
  have D3 : ∀ y ∈ Ioo (0 : ℝ) 1, HasDerivAt g3 (h4 y - K * 24) y := by
    intro y hy
    rw [e3]
    exact ((d3 y hy).fun_sub (((C y).const_mul 12).const_mul K)).congr_deriv (by ring)
  -- four zeros of the slope leave one zero of the fourth derivative
  have four : ∀ p q r s : ℝ, 0 < p → p < q → q < r → r < s → s < 1 →
      g1 p = 0 → g1 q = 0 → g1 r = 0 → g1 s = 0 →
      ∃ ξ ∈ Ioo (0 : ℝ) 1, h0 x = h4 ξ / 24 * ((x - a) ^ 2 * (x - b) ^ 2) := by
    intro p q r s hp hpq hqr hrs hs zp zq zr zs
    obtain ⟨u, u1, u2, zu⟩ := rolle D1 hp hpq (by linarith) (zp.trans zq.symm)
    obtain ⟨v, v1, v2, zv⟩ := rolle D1 (by linarith) hqr (by linarith) (zq.trans zr.symm)
    obtain ⟨w, w1, w2, zw⟩ := rolle D1 (by linarith) hrs hs (zr.trans zs.symm)
    obtain ⟨k, k1, k2, zk⟩ := rolle D2 (by linarith) (u2.trans v1) (by linarith)
      (zu.trans zv.symm)
    obtain ⟨l, l1, l2, zl⟩ := rolle D2 (by linarith) (v2.trans w1) (by linarith)
      (zv.trans zw.symm)
    obtain ⟨ξ, x1, x2, zx⟩ := rolle D3 (by linarith) (k2.trans l1) (by linarith)
      (zk.trans zl.symm)
    have zx' : h4 ξ - K * 24 = 0 := zx
    exact ⟨ξ, ⟨by linarith, by linarith⟩, by
      linear_combination -hK - (x - a) ^ 2 * (x - b) ^ 2 / 24 * zx'⟩
  have za : g0 a = 0 := by simp [e0, a0]
  have zb : g0 b = 0 := by simp [e0, b0]
  have zx : g0 x = 0 := by rw [e0]; linear_combination -hK
  have sa : g1 a = 0 := by simp [e1, a1]
  have sb : g1 b = 0 := by simp [e1, b1]
  obtain ⟨w, w1, w2, zw⟩ := rolle D0 ha hab hb (za.trans zb.symm)
  rcases lt_or_gt_of_ne hxa with h | h
  · obtain ⟨u, u1, u2, zu⟩ := rolle D0 hx.1 h (by linarith) (zx.trans za.symm)
    exact four u a w b (hx.1.trans u1) u2 w1 w2 hb zu sa zw sb
  · rcases lt_or_gt_of_ne hxb with h' | h'
    · obtain ⟨u, u1, u2, zu⟩ := rolle D0 ha h hx.2 (za.trans zx.symm)
      obtain ⟨v, v1, v2, zv⟩ := rolle D0 hx.1 h' hb (zx.trans zb.symm)
      exact four a u v b ha u1 (u2.trans v1) v2 hb sa zu zv sb
    · obtain ⟨u, u1, u2, zu⟩ := rolle D0 (ha.trans hab) h' hx.2 (zb.trans zx.symm)
      exact four a w b u ha w1 w2 u1 (u2.trans hx.2) sa zw sb zu
```

## (g) Stability of the tangent

For $T>0$, $L_2<T/3$ and a line $mx+c$ touching $G$ at $a<b$, show that $mx+c<G(x)$ at every other $x\in(0,1)$.

**Solution.** The $L_0$ and $L_1$ terms have degree at most three, and the $L_2$ term begins $-4L_2x^4$, so
$$G''''=T\left[\frac2{x^3}+\frac2{(1-x)^3}\right]-96L_2.$$
The convex function $w^{-3}$ lies above its tangent at $1/2$: $w^{-3}\ge32-48w$. Adding the cases $w=x$ and $w=1-x$ gives $x^{-3}+(1-x)^{-3}\ge16$, hence $G''''\ge32T-96L_2>0$. Apply (f) to $h(x)=G(x)-mx-c$.

Physically, the bound on $L_2$ keeps $G''$ strictly convex, allowing at most one spinodal interval. It is sufficient; larger $L_2$ is left undecided. Lean proves the tangent bound (`cube`) algebraically.

```lean
/-- For `T > 0` and `L2 < T/3`, a line tangent to the free energy of mixing at `a < b` in `(0,1)`
lies strictly below it at every other composition in `(0,1)`. -/
theorem tangent_below {T L0 L1 L2 a b m c x : ℝ} (hT : 0 < T) (hL : L2 < T / 3)
    (ha : 0 < a) (hab : a < b) (hb : b < 1) (ta : Touches (gibbs T L0 L1 L2) m c a)
    (tb : Touches (gibbs T L0 L1 L2) m c b) (hx : x ∈ Ioo (0 : ℝ) 1) (hxa : x ≠ a)
    (hxb : x ≠ b) : m * x + c < gibbs T L0 L1 L2 x := by
  have V : ∀ y : ℝ, HasDerivAt (fun z : ℝ => 1 - z) (-1) y :=
    fun y => (hasDerivAt_id' y).const_sub 1
  have W : ∀ y : ℝ, HasDerivAt (fun z : ℝ => 1 - 2 * z) (-2) y := fun y =>
    (((hasDerivAt_id' y).const_mul (2 : ℝ)).const_sub 1).congr_deriv (by ring)
  have P : ∀ y : ℝ, HasDerivAt (fun z : ℝ => z * (1 - z)) (1 - 2 * y) y := fun y =>
    ((hasDerivAt_id' y).fun_mul (V y)).congr_deriv (by ring)
  have I : ∀ w : ℝ, w ≠ 0 → HasDerivAt (fun z : ℝ => z⁻¹) (-(w⁻¹ * w⁻¹)) w :=
    fun w hw => (hasDerivAt_inv hw).congr_deriv (by ring)
  have J : ∀ y : ℝ, 1 - y ≠ 0 →
      HasDerivAt (fun z : ℝ => (1 - z)⁻¹) ((1 - y)⁻¹ * (1 - y)⁻¹) y :=
    fun y hy => ((I (1 - y) hy).comp y (V y)).congr_deriv (by ring)
  have n1 : ∀ y ∈ Ioo (0 : ℝ) 1, 1 - y ≠ 0 := fun y hy => (sub_pos.2 hy.2).ne'
  have d0 : ∀ y ∈ Ioo (0 : ℝ) 1, HasDerivAt (fun z => gibbs T L0 L1 L2 z - (m * z + c))
      (slope T L0 L1 L2 y - m) y := fun y hy =>
    ((hasDerivAt_gibbs T L0 L1 L2 hy).fun_sub
      (((hasDerivAt_id' y).const_mul m).add_const c)).congr_deriv (by ring)
  have d1 : ∀ y ∈ Ioo (0 : ℝ) 1, HasDerivAt (fun z => slope T L0 L1 L2 z - m)
      (T * (y⁻¹ + (1 - y)⁻¹) + (L1 * (-6 * (1 - 2 * y)) + L2 * (48 * (y * (1 - y)) - 10))
        - 2 * L0) y := by
    intro y hy
    unfold slope
    exact (((((((Real.hasDerivAt_log hy.1.ne').fun_sub ((V y).log (n1 y hy))).const_mul
      T).fun_add ((W y).const_mul L0)).fun_add ((((P y).const_mul 6).const_sub 1).const_mul
      L1)).fun_add (((W y).fun_mul (((P y).const_mul 8).const_sub 1)).const_mul
      L2)).sub_const m).congr_deriv (by ring)
  have d2 : ∀ y ∈ Ioo (0 : ℝ) 1, HasDerivAt (fun z => T * (z⁻¹ + (1 - z)⁻¹)
      + (L1 * (-6 * (1 - 2 * z)) + L2 * (48 * (z * (1 - z)) - 10)) - 2 * L0)
      (T * ((1 - y)⁻¹ * (1 - y)⁻¹ - y⁻¹ * y⁻¹) + (12 * L1 + L2 * (48 * (1 - 2 * y)))) y :=
    fun y hy => (((((I y hy.1.ne').fun_add (J y (n1 y hy))).const_mul T).fun_add
      ((((W y).const_mul (-6)).const_mul L1).fun_add
      ((((P y).const_mul 48).sub_const 10).const_mul L2))).sub_const (2 * L0)).congr_deriv
      (by ring)
  have d3 : ∀ y ∈ Ioo (0 : ℝ) 1, HasDerivAt (fun z => T * ((1 - z)⁻¹ * (1 - z)⁻¹ - z⁻¹ * z⁻¹)
      + (12 * L1 + L2 * (48 * (1 - 2 * z))))
      (T * (2 * y⁻¹ ^ 3 + 2 * (1 - y)⁻¹ ^ 3) - 96 * L2) y :=
    fun y hy => (((((J y (n1 y hy)).fun_mul (J y (n1 y hy))).fun_sub
      ((I y hy.1.ne').fun_mul (I y hy.1.ne'))).const_mul T).fun_add
      ((((W y).const_mul 48).const_mul L2).const_add (12 * L1))).congr_deriv (by ring)
  obtain ⟨ξ, hξ, hr⟩ := hermite_remainder d0 d1 d2 d3 ha hab hb hx hxa hxb
    (sub_eq_zero.2 ta.1)
    (sub_eq_zero.2 ((hasDerivAt_gibbs T L0 L1 L2 ⟨ha, hab.trans hb⟩).unique ta.2))
    (sub_eq_zero.2 tb.1)
    (sub_eq_zero.2 ((hasDerivAt_gibbs T L0 L1 L2 ⟨ha.trans hab, hb⟩).unique tb.2))
  -- the ideal part of the fourth derivative is at least `32 T`
  have cube : ∀ w : ℝ, 0 < w → 32 - 48 * w ≤ w⁻¹ ^ 3 := by
    intro w hw
    have hu : 0 < w⁻¹ := inv_pos.2 hw
    have e : w⁻¹ * w = 1 := inv_mul_cancel₀ hw.ne'
    have k1 : w⁻¹ - (4 - 4 * w) = w⁻¹ * (1 - 2 * w) ^ 2 := by
      linear_combination (4 - 4 * w) * e
    have k2 : 0 ≤ w⁻¹ * (1 - 2 * w) ^ 2 := by positivity
    have k3 : 0 ≤ (w⁻¹ - 2) ^ 2 * (w⁻¹ + 4) := by positivity
    nlinarith [k1, k2, k3]
  have hs : 16 ≤ ξ⁻¹ ^ 3 + (1 - ξ)⁻¹ ^ 3 := by
    linarith [cube ξ hξ.1, cube (1 - ξ) (sub_pos.2 hξ.2)]
  have pos : 0 < T * (2 * ξ⁻¹ ^ 3 + 2 * (1 - ξ)⁻¹ ^ 3) - 96 * L2 := by
    linarith [mul_le_mul_of_nonneg_left hs hT.le]
  have q : 0 < (x - a) ^ 2 * (x - b) ^ 2 := by
    have na := sub_ne_zero.2 hxa
    have nb := sub_ne_zero.2 hxb
    positivity
  exact sub_pos.1 (lt_of_lt_of_eq (mul_pos (div_pos pos (by norm_num)) q) hr.symm)
```

## (h) One stable fit for each admissible $L_2$

For $T>0$, $0<a<b<1$ and $L_2<T/3$, show that exactly one $(L_0,L_1)$ makes $a,b$ the ends of a stable tie-line.

**Solution.** Part (c) supplies the pair and (g) its stability. Any other stable pair would also give a common tangent, contradicting (c).

```lean
/-- For `T > 0` and `a < b` in `(0,1)`, every `L2 < T/3` admits exactly one pair `(L0, L1)` for
which `a` and `b` are the ends of a stable tie-line. -/
theorem existsUnique_stable_fit {T L2 a b : ℝ} (hT : 0 < T) (hL : L2 < T / 3)
    (ha : 0 < a) (hab : a < b) (hb : b < 1) :
    ∃! L : ℝ × ℝ, StableTieLine (gibbs T L.1 L.2 L2) a b := by
  obtain ⟨L, ⟨m, c, ta, tb⟩, hu⟩ :=
    existsUnique_fit T L2 ⟨ha, hab.trans hb⟩ ⟨ha.trans hab, hb⟩ hab.ne
  refine ⟨L, ⟨m, c, ta, tb, fun x hx hxa hxb =>
    tangent_below hT hL ha hab hb ta tb hx hxa hxb⟩, ?_⟩
  rintro L' ⟨m', c', ta', tb', _⟩
  exact hu L' ⟨m', c', ta', tb'⟩

end

end MiscibilityGapFit
```

```lean
#print axioms MiscibilityGapFit.commonTangent_iff
#print axioms MiscibilityGapFit.symmetric_gap_iff
#print axioms MiscibilityGapFit.existsUnique_stable_fit
```

```
'MiscibilityGapFit.commonTangent_iff' depends on axioms: [propext, Classical.choice, Quot.sound]
'MiscibilityGapFit.symmetric_gap_iff' depends on axioms: [propext, Classical.choice, Quot.sound]
'MiscibilityGapFit.existsUnique_stable_fit' depends on axioms: [propext, Classical.choice, Quot.sound]
```
